# The exponential of a real antisymmetric generator on two levels is a plane rotation

For two levels with real amplitudes, the matrix `K` with rows (0, −1) and (1, 0) generates the mixing of one level with the other. The theorem says that for every real t the exponential of tK is the rotation matrix with rows (cos t, −sin t) and (sin t, cos t). It is a statement about 2×2 real matrices only, with no Hamiltonian and no particular state in it. The proof multiplies exp(sK) by the inverse rotation cos s − sin s K, shows that the product has zero derivative in s and so equals its value at s = 0, the identity, and then multiplies by the rotation to recover the exponential.

An attempt in Lean 4 with a fault in it:

```lean
import Mathlib

open Matrix
open scoped Matrix.Norms.Operator

namespace TruncatedUnitaryCoupledCluster

noncomputable section

/-- The antisymmetric generator that rotates the two levels into each other. -/
def K : Matrix (Fin 2) (Fin 2) ℝ := !![0, -1; 1, 0]

/-- The exponential of `t K` is the rotation of the plane by the angle `t`. -/
theorem exp_generator (t : ℝ) :
    NormedSpace.exp (t • K) = !![Real.cos t, -Real.sin t; Real.sin t, Real.cos t] := by
  have hK : K * K = -1 := by
    ext i j
    fin_cases i <;> fin_cases j <;> simp [K, Matrix.mul_apply, Fin.sum_univ_succ]
  -- the exponential times the inverse rotation does not depend on the angle
  let F : ℝ → Matrix (Fin 2) (Fin 2) ℝ := fun s =>
    NormedSpace.exp (s • K) *
      (Real.cos s • (1 : Matrix (Fin 2) (Fin 2) ℝ) - Real.sin s • K)
  have hF : ∀ s, HasDerivAt F 0 s := by
    intro s
    have h1 := hasDerivAt_exp_smul_const K s
    have h2 := ((Real.hasDerivAt_cos s).smul_const
      (1 : Matrix (Fin 2) (Fin 2) ℝ)).fun_sub ((Real.hasDerivAt_sin s).smul_const K)
    refine (h1.fun_mul h2).congr_deriv ?_
    have h3 : K * (Real.cos s • (1 : Matrix (Fin 2) (Fin 2) ℝ) - Real.sin s • K)
        + ((-Real.sin s) • (1 : Matrix (Fin 2) (Fin 2) ℝ) - Real.cos s • K) = 0 := by
      rw [mul_sub, mul_smul_comm, mul_smul_comm, hK, mul_one]
      module
    rw [mul_assoc, ← mul_add, h3, mul_zero]
  have hc : F t = F 0 := is_const_of_deriv_eq_zero
    (fun s => (hF s).differentiableAt) (fun s => (hF s).deriv) t 0
  have h1 : F t = 1 := by
    rw [hc]
    simp [F]
  have hR : (Real.cos t • (1 : Matrix (Fin 2) (Fin 2) ℝ) - Real.sin t • K) *
      !![Real.cos t, -Real.sin t; Real.sin t, Real.cos t] = 1 := by
    ext i j
    fin_cases i <;> fin_cases j <;>
      simp [K, Matrix.mul_apply, Fin.sum_univ_succ] <;>
      first
        | ring1
        | linear_combination Real.sin_sq_add_cos_sq t
  calc NormedSpace.exp (t • K)
      = NormedSpace.exp (t • K) *
        ((Real.cos t • (1 : Matrix (Fin 2) (Fin 2) ℝ) - Real.sin t • K) *
          !![Real.cos t, -Real.sin t; Real.sin t, Real.cos t]) := by rw [hR, mul_one]
    _ = F t * !![Real.cos t, -Real.sin t; Real.sin t, Real.cos t] :=
        (mul_assoc _ _ _).symm
    _ = _ := by rw [h1, one_mul]

end

end TruncatedUnitaryCoupledCluster
```

Compiling this gives:

```
Main.lean:46:10: error: ring failed, ring expressions not equal
t : ℝ
hK : K * K = -1
F : ℝ → Matrix (Fin 2) (Fin 2) ℝ := ⋯
hF : ∀ (s : ℝ), HasDerivAt F 0 s
hc : F t = F 0
h1 : F t = 1
⊢ 1 - Real.sin t * Real.cos t + Real.sin t * Real.cos t * 1 1 (Fin.succ 0) - Real.sin t ^ 2 - Real.cos t ^ 2 = 0
Main.lean:46:10: error: ring failed, ring expressions not equal
t : ℝ
hK : K * K = -1
F : ℝ → Matrix (Fin 2) (Fin 2) ℝ := ⋯
hF : ∀ (s : ℝ), HasDerivAt F 0 s
hc : F t = F 0
h1 : F t = 1
⊢ -Real.cos t ^ 2 + Real.cos t ^ 2 * 1 1 (Fin.succ 0) = 0
```

This version goes through:

```diff
@@ -41,5 +41,5 @@
     ext i j
     fin_cases i <;> fin_cases j <;>
-      simp [K, Matrix.mul_apply, Fin.sum_univ_succ] <;>
+      simp [K, Matrix.mul_apply, Fin.sum_univ_two, Matrix.one_apply] <;>
       first
         | ring1
```

What went wrong. Both errors are in `hR`, which checks entry by entry that the inverse rotation times the rotation is the identity. `Fin.sum_univ_succ` splits the sum over two indices into a first term and a remainder, and here the second index was left as `Fin.succ 0`. The goals therefore kept `1 1 (Fin.succ 0)`, an entry of the identity matrix that equals 1 but that `simp` had not evaluated. To the ring tactics it was an unknown quantity, so `ring1` failed and so did the fallback `linear_combination`. The first message also shows 1 − sin² t − cos² t, which comes from that fallback subtracting the Pythagorean identity; with the entry equal to 1, the original goal needs only `ring1`. The second goal does need the Pythagorean identity, and closes with it once the entry is 1.

The repair uses `Fin.sum_univ_two`, which writes the sum directly with indices 0 and 1, and adds `Matrix.one_apply`, which gives entries of the identity matrix by comparing their indices. The entry then becomes 1, and the existing algebra suffices.
